# Squared overlap of oscillator Gaussians and the Eckart bound with gap 2

For every $a>0$, the Gaussians $\psi_a(x)=e^{-ax^2/2}$ and $\psi_1(x)=e^{-x^2/2}$ on the line have normalised squared overlap

$$S(a)=\frac{\left(\int\psi_a\psi_1\,dx\right)^2}{\int\psi_a^2\,dx\,\int\psi_1^2\,dx}=\frac{2\sqrt a}{1+a}\;\ge\;1-\frac{(a-1)^2}{8a},$$

with equality only at $a=1$. The right-hand side is $1-(E(a)-\tfrac12)/2$, where $E(a)$ is the energy of $\psi_a$ in the harmonic oscillator with $\hbar=m=\omega=1$, whose ground state is $\psi_1$ with energy $\tfrac12$. The divisor 2 is the gap between the two lowest even levels, $\tfrac12$ and $\tfrac52$. It is also the largest number for which such an estimate holds at all widths.

An Eckart estimate turns an error in the energy into a bound on the error in the wave function. For this one-particle, one-parameter family both errors are known in closed form, so the quality of the estimate can be read off exactly. The inequality is derived below from those closed forms, not from an expansion in eigenfunctions, and therefore concerns these Gaussians and not arbitrary trial functions.

## From Gaussian integrals to the bound

**The gap.** The Hamiltonian acts as $H\psi=(-\psi''+x^2\psi)/2$. Since $\psi_1'=-x\psi_1$ and $\psi_1''=(x^2-1)\psi_1$, we have $H\psi_1=\tfrac12\psi_1$. For $\chi=(2x^2-1)\psi_1$,

$$\chi'=(5x-2x^3)\psi_1,\qquad \chi''=(2x^4-11x^2+5)\psi_1,$$

so $-\chi''+x^2\chi=(10x^2-5)\psi_1=5\chi$ and $H\chi=\tfrac52\chi$. The two eigenvalues differ by 2. The odd level at $3/2$ does not matter here, because an even trial function is orthogonal to every odd state.

**The energy.** Let $N=\int\psi_a^2\,dx=\int e^{-ax^2}dx=\sqrt{\pi/a}$ and $M=\int x^2\psi_a^2\,dx$. The function $xe^{-ax^2}$ vanishes at both ends of the line, so its derivative integrates to zero:

$$0=\int\left(e^{-ax^2}-2ax^2e^{-ax^2}\right)dx=N-2aM,\qquad M=\frac{N}{2a}.$$

With the kinetic energy written as $\tfrac12\int(\psi_a')^2dx$ and $\psi_a'=-ax\psi_a$,

$$E(a)=\frac{1}{N}\cdot\frac{a^2+1}{2}\,M=\frac14\left(a+\frac1a\right),\qquad E(a)-\frac12=\frac{(a-1)^2}{4a}.$$

Dividing the excess energy by the gap 2 gives $(a-1)^2/(8a)$.

**The overlap.** The product $\psi_a\psi_1$ is $e^{-(1+a)x^2/2}$, whose integral squared is $2\pi/(1+a)$. The product of the squared norms is $\pi/\sqrt a$. Their ratio is $2\sqrt a/(1+a)$.

**The comparison.** Put $s=\sqrt a$. Then

$$1-S(a)=\frac{(s-1)^2}{1+s^2},\qquad \frac{(a-1)^2}{8a}=\frac{(s-1)^2(s+1)^2}{8s^2}.$$

Subtracting the first from the second gives the amount by which the overlap exceeds the estimate:

$$\frac{(s-1)^2\left[(s+1)^2(1+s^2)-8s^2\right]}{8s^2(1+s^2)}=\frac{(s-1)^4(s^2+4s+1)}{8s^2(1+s^2)}.$$

The last step uses $s^4+2s^3-6s^2+2s+1=(s-1)^2(s^2+4s+1)$. Every factor is nonnegative, and only $(s-1)^4$ can vanish, which it does exactly at $a=1$.

**Optimality of the gap.** Suppose $1-(E(a)-\tfrac12)/g\le S(a)$ for all $a>0$. If $g\le0$, then $g\le2$ already. If $g>0$, the estimate reads

$$\frac{(s-1)^2}{1+s^2}\le\frac{(s-1)^2(s+1)^2}{4s^2g}.$$

For $s>1$ the factor $(s-1)^2$ cancels, leaving $g\le(s+1)^2(1+s^2)/(4s^2)$. As $s\to1$ the right-hand side tends to 2, so $g\le2$.

## The Lean development

### Wave functions, overlap and energy

The file opens the namespaces for integrals, filters and limits.

```lean
import Mathlib

open MeasureTheory Filter Topology

namespace OscillatorGaussianEckart

noncomputable section
```

The function $\psi_a$ is `trial a`, an unnormalised real function of a real variable. Positivity of `a` is not part of the definition and appears as a hypothesis where it is needed.

```lean
/-- The Gaussian trial function `exp(-a x² / 2)`. -/
def trial (a x : ℝ) : ℝ := Real.exp (-a * x ^ 2 / 2)
```

The overlap is built from Lebesgue integrals over the whole line. Dividing by both squared norms makes it the squared overlap of the normalised states. No complex conjugate is needed, since the functions are real.

```lean
/-- The squared overlap of two real wave functions, divided by their squared norms. -/
def sqOverlap (f g : ℝ → ℝ) : ℝ :=
  (∫ x, f x * g x) ^ 2 / ((∫ x, f x ^ 2) * ∫ x, g x ^ 2)
```

The Hamiltonian is a pointwise differential expression, with no operator domain attached.

```lean
/-- The oscillator Hamiltonian `(-d²/dx² + x²) / 2` acting on a wave function. -/
def hamiltonian (ψ : ℝ → ℝ) (x : ℝ) : ℝ :=
  (-(deriv (deriv ψ) x) + x ^ 2 * ψ x) / 2
```

The energy is a Rayleigh quotient, with the squared norm in the denominator. In the numerator, the kinetic part is half the integral of the squared slope. For the Gaussians with $a>0$ this numerator equals $\int\psi H\psi\,dx$ after an integration by parts; the development works with the squared-slope form throughout.

```lean
/-- The Rayleigh quotient of the oscillator, with the kinetic energy written as
half the integral of the squared slope. -/
def energy (ψ : ℝ → ℝ) : ℝ :=
  (∫ x, ((deriv ψ x) ^ 2 + x ^ 2 * ψ x ^ 2) / 2) / ∫ x, ψ x ^ 2
```

The function $\chi$ of the derivation is `secondEven`.

```lean
/-- The second even oscillator function `(2x² - 1) exp(-x² / 2)`, not normalised. -/
def secondEven (x : ℝ) : ℝ := (2 * x ^ 2 - 1) * trial 1 x
```

### Derivatives and the two even levels

Two small facts about the Gaussian are used repeatedly: its square is $e^{-ax^2}$, and its slope is $-ax\psi_a$.

```lean
/-- The density of the Gaussian trial function is `exp(-a x²)`. -/
theorem trial_sq (a x : ℝ) : trial a x ^ 2 = Real.exp (-a * x ^ 2) := by
  unfold trial
  rw [sq (Real.exp _), ← Real.exp_add]
  congr 1
  ring

/-- The slope of the Gaussian trial function is `-a x` times the function. -/
theorem hasDerivAt_trial (a x : ℝ) :
    HasDerivAt (trial a) (-a * x * trial a x) x := by
  have e : HasDerivAt (fun y : ℝ => -a * y ^ 2 / 2) (-a * x) x :=
    (((hasDerivAt_pow 2 x).const_mul (-a)).div_const 2).congr_deriv (by
      show -a * (((2 : ℕ) : ℝ) * x ^ 1) / 2 = -a * x
      push_cast
      ring)
  have h : HasDerivAt (trial a) (trial a x * (-a * x)) x := e.exp
  exact h.congr_deriv (by ring)
```

The next theorem states both eigenvalue equations at every point $x$. Its auxiliary statement `key` is the product rule $(p\psi_1)'=(p'-xp)\psi_1$. Applied with $p=-x$, it gives $\psi_1''$. Applied with $p=2x^2-1$ and then with $p=5x-2x^3$, it gives $\chi'$ and $\chi''$. In each case `ring` finishes the polynomial algebra.

The theorem identifies 2 as the difference between two eigenvalues. That no other even level lies between them is familiar from the oscillator spectrum, but it is not part of the statement, and the later proofs do not use it.

```lean
/-- The functions `exp(-x²/2)` and `(2x² - 1) exp(-x²/2)` are eigenfunctions of the
oscillator with eigenvalues `1/2` and `5/2`. -/
theorem even_levels (x : ℝ) :
    hamiltonian (trial 1) x = 1 / 2 * trial 1 x ∧
      hamiltonian secondEven x = 5 / 2 * secondEven x := by
  -- product rule for a prefactor times the Gaussian
  have key : ∀ (p : ℝ → ℝ) (p' y : ℝ), HasDerivAt p p' y →
      HasDerivAt (fun z => p z * trial 1 z) ((p' - y * p y) * trial 1 y) y := by
    intro p p' y hp
    exact (hp.fun_mul (hasDerivAt_trial 1 y)).congr_deriv (by ring)
  constructor
  · have d1 : deriv (trial 1) = fun y => -y * trial 1 y := by
      funext y
      rw [(hasDerivAt_trial 1 y).deriv]
      ring
    have d2 := (key (fun y => -y) (-1) x (hasDerivAt_id' x).fun_neg).deriv
    unfold hamiltonian
    rw [d1, d2]
    ring
  · have h1 : ∀ y : ℝ, HasDerivAt (fun z : ℝ => 2 * z ^ 2 - 1) (4 * y) y := fun y =>
      (((hasDerivAt_pow 2 y).const_mul (2 : ℝ)).sub_const 1).congr_deriv (by
        show 2 * (((2 : ℕ) : ℝ) * y ^ 1) = 4 * y
        push_cast
        ring)
    have h2 : HasDerivAt (fun z : ℝ => 5 * z - 2 * z ^ 3) (5 - 6 * x ^ 2) x :=
      (((hasDerivAt_id' x).const_mul (5 : ℝ)).fun_sub
        ((hasDerivAt_pow 3 x).const_mul (2 : ℝ))).congr_deriv (by
        show 5 * 1 - 2 * (((3 : ℕ) : ℝ) * x ^ 2) = 5 - 6 * x ^ 2
        push_cast
        ring)
    have d1 : deriv secondEven = fun y => (5 * y - 2 * y ^ 3) * trial 1 y := by
      funext y
      have h : HasDerivAt secondEven
          ((4 * y - y * (2 * y ^ 2 - 1)) * trial 1 y) y := key _ _ y (h1 y)
      rw [h.deriv]
      ring
    have d2 := (key _ _ x h2).deriv
    unfold hamiltonian
    rw [d1, d2]
    unfold secondEven
    ring
```

### Norm, second moment and energy

The squared norm comes from Mathlib's Gaussian integral. The lemma needs no positivity hypothesis because for $a\le0$ Lean assigns the value zero to both sides; only $a>0$ has physical meaning.

```lean
/-- The integral of the squared Gaussian trial function is `√π / √a`. For `a > 0` this is its
squared norm; for `a ≤ 0` both sides are zero by Lean's conventions. -/
theorem norm_trial (a : ℝ) : ∫ x, trial a x ^ 2 = √Real.pi / √a := by
  simp only [trial_sq]
  rw [integral_gaussian, Real.sqrt_div Real.pi_pos.le]
```

The second moment follows the derivation above. The facts `h0`, `h1` and `h2` supply integrability of $e^{-ax^2}$, $xe^{-ax^2}$ and $x^2e^{-ax^2}$, and `hd` differentiates $xe^{-ax^2}$. Integrability of this function and of its derivative takes the place of the remark about vanishing at both ends. The resulting equation $N-2aM=0$ is then solved for $M$.

```lean
/-- The mean square position in the Gaussian trial function is `1 / (2a)`,
written here for the unnormalised function. -/
theorem second_moment {a : ℝ} (ha : 0 < a) :
    ∫ x, x ^ 2 * trial a x ^ 2 = (∫ x, trial a x ^ 2) / (2 * a) := by
  simp only [trial_sq]
  have h0 := integrable_exp_neg_mul_sq ha
  have h1 := integrable_mul_exp_neg_mul_sq ha
  have h2 : Integrable (fun x : ℝ => x ^ 2 * Real.exp (-a * x ^ 2)) := by
    have h := integrable_rpow_mul_exp_neg_mul_sq ha (s := 2) (by norm_num)
    simpa only [Real.rpow_two] using h
  have hd : ∀ x : ℝ, HasDerivAt (fun y : ℝ => y * Real.exp (-a * y ^ 2))
      (Real.exp (-a * x ^ 2) - 2 * a * (x ^ 2 * Real.exp (-a * x ^ 2))) x := by
    intro x
    have e := ((hasDerivAt_pow 2 x).const_mul (-a)).exp
    refine ((hasDerivAt_id' x).fun_mul e).congr_deriv ?_
    show 1 * Real.exp (-a * x ^ 2) +
      x * (Real.exp (-a * x ^ 2) * (-a * (((2 : ℕ) : ℝ) * x ^ 1))) = _
    push_cast
    ring
  -- the total derivative of `x exp(-a x²)` integrates to zero
  have h := integral_eq_zero_of_hasDerivAt_of_integrable hd
    (h0.sub (h2.const_mul (2 * a))) h1
  rw [integral_sub h0 (h2.const_mul (2 * a)), integral_const_mul] at h
  rw [eq_div_iff (by positivity)]
  linear_combination -h
```

For the energy, `h` rewrites the integrand as $\tfrac12(a^2+1)x^2\psi_a^2$. The second moment is inserted, and the norm, shown to be nonzero in `hN`, cancels.

```lean
/-- The oscillator energy of the Gaussian trial function is `(a + 1/a) / 4`. -/
theorem energy_trial {a : ℝ} (ha : 0 < a) : energy (trial a) = (a + 1 / a) / 4 := by
  have h : ∀ x, ((deriv (trial a) x) ^ 2 + x ^ 2 * trial a x ^ 2) / 2 =
      (a ^ 2 + 1) / 2 * (x ^ 2 * trial a x ^ 2) := by
    intro x
    rw [(hasDerivAt_trial a x).deriv]
    ring
  have hN : (∫ x, trial a x ^ 2) ≠ 0 := by
    rw [norm_trial]
    have := Real.sqrt_pos.2 Real.pi_pos
    have := Real.sqrt_pos.2 ha
    positivity
  unfold energy
  simp only [h]
  rw [integral_const_mul, second_moment ha]
  generalize (∫ x, trial a x ^ 2) = N at hN ⊢
  field_simp
  ring
```

### The overlap and its exact excess

The proof of the overlap formula combines the exponents in `h`, multiplies the norms in `hn`, and applies the Gaussian integral with exponent $(1+a)/2$.

```lean
/-- The normalised squared overlap of `exp(-a x²/2)` with `exp(-x²/2)` is
`2√a / (1 + a)`. -/
theorem sqOverlap_trial {a : ℝ} (ha : 0 < a) :
    sqOverlap (trial a) (trial 1) = 2 * √a / (1 + a) := by
  have h : ∀ x, trial a x * trial 1 x = Real.exp (-((1 + a) / 2) * x ^ 2) := by
    intro x
    unfold trial
    rw [← Real.exp_add]
    congr 1
    ring
  have hs := Real.sqrt_pos.2 ha
  have hp := Real.pi_pos
  have hn : √Real.pi / √a * (√Real.pi / √1) = Real.pi / √a := by
    rw [Real.sqrt_one, div_one, div_mul_eq_mul_div, Real.mul_self_sqrt hp.le]
  unfold sqOverlap
  rw [norm_trial, norm_trial, hn]
  simp only [h]
  rw [integral_gaussian, Real.sq_sqrt (by positivity)]
  field_simp
```

The comparison is stated as an identity, with $a$ and $\sqrt a$ in place of $s^2$ and $s$. The proof substitutes $a=s^2$ with $s>0$, which removes the square root and leaves a rational identity for `field_simp` and `ring`.

```lean
/-- The exact amount by which the squared overlap exceeds `1 - (a-1)²/(8a)`. -/
theorem overlap_excess {a : ℝ} (ha : 0 < a) :
    sqOverlap (trial a) (trial 1) - (1 - (a - 1) ^ 2 / (8 * a)) =
      (√a - 1) ^ 4 * (a + 4 * √a + 1) / (8 * a * (1 + a)) := by
  rw [sqOverlap_trial ha]
  obtain ⟨s, hs, rfl⟩ : ∃ s : ℝ, 0 < s ∧ a = s ^ 2 :=
    ⟨√a, Real.sqrt_pos.2 ha, (Real.sq_sqrt ha.le).symm⟩
  rw [Real.sqrt_sq hs.le]
  field_simp
  ring
```

### The estimate and the equality case

The main theorem takes any real $a>0$ and asserts four things:

- the squared overlap is $2\sqrt a/(1+a)$;
- one minus the excess energy over $1/2$, divided by 2, equals $1-(a-1)^2/(8a)$;
- this number is a lower bound for the squared overlap;
- the bound is attained if and only if $a=1$.

The second assertion ties the algebraic bound to the Rayleigh quotient. The gap enters as the literal number 2, whose origin is the pair of eigenvalues in `even_levels`.

The inequality follows from `overlap_excess` because the excess is nonnegative. For the equality case, $a\ne1$ implies $\sqrt a\ne1$, so the excess is strictly positive and equality is impossible. The converse is a direct evaluation at $a=1$.

```lean
/-- The squared overlap is `2√a/(1+a)` and is bounded below by one minus the excess
energy over `1/2` divided by the gap 2, which is `1 - (a-1)²/(8a)`; equality holds
exactly for `a = 1`. -/
theorem gaussian_eckart_estimate {a : ℝ} (ha : 0 < a) :
    sqOverlap (trial a) (trial 1) = 2 * √a / (1 + a) ∧
      1 - (energy (trial a) - 1 / 2) / 2 = 1 - (a - 1) ^ 2 / (8 * a) ∧
      1 - (a - 1) ^ 2 / (8 * a) ≤ sqOverlap (trial a) (trial 1) ∧
      (sqOverlap (trial a) (trial 1) = 1 - (a - 1) ^ 2 / (8 * a) ↔ a = 1) := by
  have hx := overlap_excess ha
  refine ⟨sqOverlap_trial ha, ?_, ?_, ?_, ?_⟩
  · rw [energy_trial ha]
    field_simp
    ring
  · have : 0 ≤ (√a - 1) ^ 4 * (a + 4 * √a + 1) / (8 * a * (1 + a)) := by positivity
    linarith
  · intro heq
    by_contra hne
    have hs : √a - 1 ≠ 0 := by
      intro h0
      have h1 : √a = 1 := by linarith
      have h2 := Real.sq_sqrt ha.le
      rw [h1] at h2
      exact hne (by linarith)
    have h4 : 0 < (√a - 1) ^ 4 :=
      lt_of_le_of_ne (by positivity) (Ne.symm (pow_ne_zero 4 hs))
    have : 0 < (√a - 1) ^ 4 * (a + 4 * √a + 1) / (8 * a * (1 + a)) :=
      div_pos (mul_pos h4 (by positivity)) (by positivity)
    linarith
  · rintro rfl
    rw [sqOverlap_trial one_pos, Real.sqrt_one]
    norm_num
```

### Why 2 is the largest divisor

The final theorem assumes the estimate for all widths with a real number `g` in place of the gap, and concludes `g ≤ 2`. Together with the previous theorem, which shows that 2 itself is admissible, this makes 2 the largest such constant for the Gaussian family.

After the case $g\le0$ is dismissed, `ev` records the bound $g\le(s+1)^2(1+s^2)/(4s^2)$ for $s$ approaching 1 from above. Inside it, `e1` and `e2` rewrite the overlap deficit and the scaled excess energy with their common factor $(s-1)^2$, and `k` is the inequality between them. Cancelling the factor is legitimate because $s>1$ makes it positive. Continuity of the right-hand side at $s=1$, recorded in `hc`, lets `ge_of_tendsto` pass to the limit.

```lean
/-- If the estimate holds for all Gaussian widths with a number `g` in place of the
gap, then `g` is at most 2. -/
theorem gap_two_optimal {g : ℝ}
    (h : ∀ a : ℝ, 0 < a →
      1 - (energy (trial a) - 1 / 2) / g ≤ sqOverlap (trial a) (trial 1)) :
    g ≤ 2 := by
  rcases le_or_gt g 0 with hg | hg
  · linarith
  have ev : ∀ᶠ s : ℝ in 𝓝[>] 1, g ≤ (s + 1) ^ 2 * (1 + s ^ 2) / (4 * s ^ 2) := by
    filter_upwards [self_mem_nhdsWithin] with s hs
    have hs1 : 1 < s := hs
    have hs0 : 0 < s := by linarith
    have b := h (s ^ 2) (by positivity)
    rw [energy_trial (by positivity), sqOverlap_trial (by positivity),
      Real.sqrt_sq hs0.le] at b
    have e1 : (s - 1) ^ 2 / (1 + s ^ 2) = 1 - 2 * s / (1 + s ^ 2) := by
      field_simp
      ring
    have e2 : (s - 1) ^ 2 * (s + 1) ^ 2 / (4 * s ^ 2 * g) =
        ((s ^ 2 + 1 / s ^ 2) / 4 - 1 / 2) / g := by
      field_simp
      ring
    have k : (s - 1) ^ 2 / (1 + s ^ 2) ≤
        (s - 1) ^ 2 * (s + 1) ^ 2 / (4 * s ^ 2 * g) := by
      rw [e1, e2]
      linarith
    rw [div_le_div_iff₀ (by positivity) (by positivity)] at k
    rw [le_div_iff₀ (by positivity)]
    have hp : 0 < (s - 1) ^ 2 := pow_pos (by linarith) 2
    refine le_of_mul_le_mul_left ?_ hp
    linarith
  -- let the width approach that of the ground state
  have hc : ContinuousAt
      (fun s : ℝ => (s + 1) ^ 2 * (1 + s ^ 2) / (4 * s ^ 2)) 1 :=
    ContinuousAt.div (by fun_prop) (by fun_prop) (by norm_num)
  have l := ge_of_tendsto (hc.tendsto.mono_left nhdsWithin_le_nhds) ev
  norm_num at l
  exact l

end

end OscillatorGaussianEckart
```

```lean
#print axioms OscillatorGaussianEckart.even_levels
#print axioms OscillatorGaussianEckart.gaussian_eckart_estimate
#print axioms OscillatorGaussianEckart.gap_two_optimal
```

```
'OscillatorGaussianEckart.even_levels' depends on axioms: [propext, Classical.choice, Quot.sound]
'OscillatorGaussianEckart.gaussian_eckart_estimate' depends on axioms: [propext, Classical.choice, Quot.sound]
'OscillatorGaussianEckart.gap_two_optimal' depends on axioms: [propext, Classical.choice, Quot.sound]
```
